# The Landé interval rule for A L·S, and A = ±ζ/(2S) from highest-spin determinants of an l-shell

After a spin-orbit state-interaction calculation on an atom, one can divide the gap E(J) − E(J−1) between neighbouring levels of a term by J, the larger of the two values. If the coupling acts within the term as A L·S, with L² and S² fixed, every pair of neighbours gives the same quotient, the spin-orbit constant A. A spread in the quotients then shows a departure from that form, for instance through mixing with other terms.

Two questions follow: why the gap is AJ, and how A is related, for the terms of highest spin in an open shell, to the one-electron constant ζ, the radial average of the spin-orbit coupling in that shell.

## Expanding the square of L + S

The states form a complex vector space V of any dimension. Units are ħ = 1.

```lean
import Mathlib

open Finset

namespace SpinOrbitLande

noncomputable section

variable {V : Type*} [AddCommGroup V] [Module ℂ V]
```

A vector operator K is a triple of linear operators, indexed by 0, 1, 2 for x, y, z. Its square is

K² = K_x² + K_y² + K_z².

```lean
/-- The square `K² = K_x² + K_y² + K_z²` of a vector operator. -/
def angSq (K : Fin 3 → Module.End ℂ V) : Module.End ℂ V := ∑ i, K i * K i
```

The coupling needs the scalar product

L·S = L_x S_x + L_y S_y + L_z S_z.

```lean
/-- The scalar product `L·S` of two vector operators. -/
def scalarProd (L S : Fin 3 → Module.End ℂ V) : Module.End ℂ V := ∑ i, L i * S i
```

A level is a nonzero vector v with

L²v = ℓ(ℓ+1)v, S²v = s(s+1)v, (L+S)²v = j(j+1)v.

Since L and S name operators here, the lower-case ℓ, s and j stand for the textbook quantum numbers L, S and J of the whole atom. They may be any complex numbers, and the angular-momentum commutation relations within L or within S are not assumed.

```lean
/-- `v` is a nonzero joint eigenvector of `L²`, `S²` and `(L+S)²` with quantum numbers
`ℓ`, `s` and `j`. -/
structure IsLevel (L S : Fin 3 → Module.End ℂ V) (ℓ s j : ℂ) (v : V) : Prop where
  ne : v ≠ 0
  orb : angSq L v = (ℓ * (ℓ + 1)) • v
  spin : angSq S v = (s * (s + 1)) • v
  total : angSq (L + S) v = (j * (j + 1)) • v
```

The energy to be derived is

E(j) = A/2 [j(j+1) − ℓ(ℓ+1) − s(s+1)].

```lean
/-- The Landé energy `A/2 [j(j+1) - ℓ(ℓ+1) - s(s+1)]`. -/
def landeEnergy (A ℓ s j : ℂ) : ℂ := A / 2 * (j * (j + 1) - ℓ * (ℓ + 1) - s * (s + 1))
```

Orbital and spin operators act on different degrees of freedom, so every L_i commutes with every S_j. For each component,

(L_i + S_i)² = L_i² + L_i S_i + S_i L_i + S_i² = L_i² + S_i² + 2 L_i S_i,

and the sum over i gives (L+S)² = L² + S² + 2 L·S. The proof does the same under the sum; `h i i` exchanges the two factors.

```lean
/-- If all `L_i` commute with all `S_j`, then `(L+S)² = L² + S² + 2 L·S`. -/
theorem total_sq (L S : Fin 3 → Module.End ℂ V) (h : ∀ i j, L i * S j = S j * L i) :
    angSq (L + S) = angSq L + angSq S + (2 : ℂ) • scalarProd L S := by
  simp only [angSq, scalarProd, Pi.add_apply, Finset.smul_sum, ← Finset.sum_add_distrib]
  refine Finset.sum_congr rfl fun i _ => ?_
  rw [two_smul, mul_add, add_mul, add_mul, h i i]
  abel
```

Applied to a level v, this identity reads

j(j+1)v = ℓ(ℓ+1)v + s(s+1)v + 2(L·S)v.

Solving for (L·S)v and multiplying by A gives A(L·S)v = E(j)v. In the proof, `key` is the displayed equation, and `linear_combination` solves it.

```lean
/-- If all `L_i` commute with all `S_j`, a level `(ℓ, s, j)` is an eigenvector of `A L·S`
with the Landé energy as eigenvalue. -/
theorem spinOrbit_apply {L S : Fin 3 → Module.End ℂ V} (h : ∀ i j, L i * S j = S j * L i)
    (A : ℂ) {ℓ s j : ℂ} {v : V} (hv : IsLevel L S ℓ s j v) :
    (A • scalarProd L S) v = landeEnergy A ℓ s j • v := by
  have key := LinearMap.congr_fun (total_sq L S h) v
  simp only [LinearMap.add_apply, LinearMap.smul_apply, hv.orb, hv.spin, hv.total] at key
  rw [LinearMap.smul_apply, landeEnergy]
  linear_combination (norm := module) (-(A / 2)) • key
```

## The gap between neighbouring levels

Let v be a level with j and w a level with j − 1, both with the same ℓ and s, and let E and E' be their eigenvalues under A L·S. A nonzero vector has only one eigenvalue, so E = E(j) and E' = E(j−1). The terms in ℓ and s cancel:

E − E' = A/2 [j(j+1) − (j−1)j] = Aj.

The factor is the larger of the two j values, even when A is negative and that level lies lower. Using the smaller one goes wrong at once for the levels 1 and 0, where it would predict no splitting.

```lean
/-- Landé interval rule: if all `L_i` commute with all `S_j`, the eigenvalues of `A L·S` on
levels `j` and `j - 1` with the same `ℓ` and `s` differ by `A j`. -/
theorem lande_interval {L S : Fin 3 → Module.End ℂ V} (h : ∀ i j, L i * S j = S j * L i)
    {A ℓ s j E E' : ℂ} {v w : V} (hv : IsLevel L S ℓ s j v) (hw : IsLevel L S ℓ s (j - 1) w)
    (hE : (A • scalarProd L S) v = E • v) (hE' : (A • scalarProd L S) w = E' • w) :
    E - E' = A * j := by
  -- a nonzero vector has only one eigenvalue
  have e1 : E = landeEnergy A ℓ s j :=
    smul_left_injective ℂ hv.ne (hE.symm.trans (spinOrbit_apply h A hv))
  have e2 : E' = landeEnergy A ℓ s (j - 1) :=
    smul_left_injective ℂ hw.ne (hE'.symm.trans (spinOrbit_apply h A hw))
  rw [e1, e2, landeEnergy, landeEnergy]
  ring
```

## Two coupled spins 1/2

An explicit pair of levels shows that the assumptions can be met. Take the spin matrices σ_i/2, with σ_i the Pauli matrices.

```lean
/-- The spin-1/2 matrices, half the Pauli matrices. -/
def halfPauli : Fin 3 → Matrix (Fin 2) (Fin 2) ℂ :=
  ![!![0, 1 / 2; 1 / 2, 0], !![0, -Complex.I / 2; Complex.I / 2, 0], !![1 / 2, 0; 0, -1 / 2]]
```

Let V be the space of 2×2 matrices X. The first spin, in the role of L, acts from the left:

X ↦ (σ_i/2)X.

```lean
/-- A spin 1/2 acting on 2×2 matrices by multiplication from the left. -/
def leftSpin (i : Fin 3) : Module.End ℂ (Matrix (Fin 2) (Fin 2) ℂ) :=
  LinearMap.mulLeft ℂ (halfPauli i)
```

The second acts from the right, with a minus sign that gives it the usual commutation relations:

X ↦ −X(σ_i/2).

```lean
/-- A spin 1/2 acting on 2×2 matrices by multiplication from the right, with a minus sign. -/
def rightSpin (i : Fin 3) : Module.End ℂ (Matrix (Fin 2) (Fin 2) ℂ) :=
  LinearMap.mulRight ℂ (-halfPauli i)
```

The two actions commute because matrix multiplication is associative. Each squared spin gives 3/4 = ½(½+1). The total spin acts as the commutator X ↦ [σ_i/2, X]. It annihilates the unit matrix, so j = 0. On σ_z/2 the double commutators with σ_x/2 and σ_y/2 each return σ_z/2 and the one with σ_z/2 vanishes, so (L+S)² has eigenvalue 2 and j = 1. The normalised states are σ_z/√2 and 1/√2; rescaling changes no eigenvalue. Lean checks the level equations entry by entry.

```lean
/-- The left and right spins 1/2 commute; the third spin matrix is a level with `j = 1` and
the unit matrix a level with `j = 0`. -/
theorem lande_interval_witness :
    (∀ i j, leftSpin i * rightSpin j = rightSpin j * leftSpin i) ∧
      IsLevel leftSpin rightSpin (1 / 2) (1 / 2) 1 (halfPauli 2) ∧
      IsLevel leftSpin rightSpin (1 / 2) (1 / 2) (1 - 1) 1 := by
  refine ⟨fun i j => LinearMap.ext fun X => ?_, ⟨?_, ?_, ?_, ?_⟩, ⟨one_ne_zero, ?_, ?_, ?_⟩⟩
  · simp [leftSpin, rightSpin, mul_assoc]
  · intro h
    have h0 := congrFun (congrFun h 0) 0
    simp [halfPauli] at h0
  all_goals
    ext a b
    fin_cases a <;> fin_cases b <;>
      simp [angSq, leftSpin, rightSpin, halfPauli, Fin.sum_univ_three] <;>
      ring_nf <;> simp [Complex.I_sq] <;> norm_num
```

## Determinants of one shell

To find A, consider a shell with one-electron quantum number l. A determinant is fixed by two sets of occupied orbitals, the spin-up set `d.1` and the spin-down set `d.2`.

```lean
/-- A determinant of an `l`-shell: the sets of orbitals occupied with spin up and spin down. -/
abbrev Det (l : ℕ) := Finset (Fin (2 * l + 1)) × Finset (Fin (2 * l + 1))
```

The orbitals are numbered k = 0, …, 2l, with

m = k − l.

```lean
variable {l : ℕ}

/-- The magnetic quantum number `m = -l, …, l` of an orbital. -/
def mVal (k : Fin (2 * l + 1)) : ℝ := ((k : ℕ) : ℝ) - l
```

The total orbital projection is the sum of m over all electrons:

M_L = Σ_up m + Σ_down m.

```lean
/-- The total orbital projection `M_L`. -/
def ML (d : Det l) : ℝ := ∑ k ∈ d.1, mVal k + ∑ k ∈ d.2, mVal k
```

With N_up and N_down electrons of each spin, the total spin projection is

M_S = (N_up − N_down)/2.

```lean
/-- The total spin projection `M_S`. -/
def MS (d : Det l) : ℝ := ((d.1.card : ℝ) - d.2.card) / 2
```

The diagonal element of the one-electron coupling ζ Σ l·s in a determinant is ζ Σ m s, where s = ±1/2 now belongs to a single electron. The ladder parts of l·s give other determinants or zero, and contribute nothing. The sum is

Σ m s = ½ Σ_up m − ½ Σ_down m.

In Lean it is called `sumMS`, which is not the total projection `MS`.

```lean
/-- The sum of `m s` over the electrons, with `s = 1/2` for spin up and `-1/2` for spin down. -/
def sumMS (d : Det l) : ℝ := ∑ k ∈ d.1, mVal k * (1 / 2) + ∑ k ∈ d.2, mVal k * (-1 / 2)
```

## Total spin from ladder operators

The total spin is obtained from S², which acts on real linear combinations of determinants. The raising operator S₊ gives a sum of determinants, in each of which one spin-down electron has been turned up, provided that the spin-up orbital with the same m is empty:

S₊|d⟩ = Σ_k |d with k flipped up⟩, k in `d.2 \ d.1`.

With the two spin orbitals of each m adjacent in the determinant, no signs arise.

```lean
/-- `S₊` sends a determinant to the sum of the determinants obtained by flipping one spin-down
electron whose spin-up orbital is empty; the two spin orbitals of each `m` are adjacent in the
determinant, so no signs occur. -/
def spinRaise : (Det l →₀ ℝ) →ₗ[ℝ] (Det l →₀ ℝ) :=
  Finsupp.linearCombination ℝ fun d : Det l =>
    ∑ k ∈ d.2 \ d.1, Finsupp.single ((insert k d.1, d.2.erase k) : Det l) (1 : ℝ)
```

The lowering operator does the reverse:

S₋|d⟩ = Σ_k |d with k flipped down⟩, k in `d.1 \ d.2`.

```lean
/-- `S₋` sends a determinant to the sum of the determinants obtained by flipping one spin-up
electron whose spin-down orbital is empty. -/
def spinLower : (Det l →₀ ℝ) →ₗ[ℝ] (Det l →₀ ℝ) :=
  Finsupp.linearCombination ℝ fun d : Det l =>
    ∑ k ∈ d.1 \ d.2, Finsupp.single ((d.1.erase k, insert k d.2) : Det l) (1 : ℝ)
```

Together they give

S² = S₋S₊ + S_z(S_z + 1).

```lean
/-- The total spin operator `S² = S₋S₊ + S_z(S_z + 1)`. -/
def spinSq : (Det l →₀ ℝ) →ₗ[ℝ] (Det l →₀ ℝ) :=
  spinLower ∘ₗ spinRaise +
    Finsupp.linearCombination ℝ fun d : Det l => (MS d * (MS d + 1)) • Finsupp.single d (1 : ℝ)
```

If every occupied spin-down orbital is also occupied spin up, S₊ has nothing to flip. The sum is empty, S₊|d⟩ = 0, and

S²|d⟩ = M_S(M_S + 1)|d⟩.

```lean
/-- If every spin-down orbital is also occupied with spin up, the determinant is an
eigenvector of `S²` with eigenvalue `M_S(M_S + 1)`. -/
theorem spinSq_det {d : Det l} (hd : d.2 ⊆ d.1) :
    spinSq (Finsupp.single d 1) = (MS d * (MS d + 1)) • Finsupp.single d (1 : ℝ) := by
  have h0 : spinRaise (Finsupp.single d 1) = 0 := by
    rw [spinRaise, Finsupp.linearCombination_single, Finset.sdiff_eq_empty_iff_subset.mpr hd,
      Finset.sum_empty, smul_zero]
  rw [spinSq, LinearMap.add_apply, LinearMap.comp_apply, h0, map_zero, zero_add,
    Finsupp.linearCombination_single, one_smul]
```

Now let S ≥ 0 be the spin quantum number, so that S²|d⟩ = S(S+1)|d⟩. Comparing the two eigenvalues gives

(S − M_S)(S + M_S + 1) = 0.

There are at least as many up as down electrons, so M_S ≥ 0, the second factor is positive, and S = M_S.

```lean
/-- If every spin-down orbital is also occupied with spin up, the spin quantum number `S ≥ 0`
of the determinant equals `M_S`. -/
theorem spin_eq_MS {d : Det l} (hd : d.2 ⊆ d.1) {S : ℝ} (hS : 0 ≤ S)
    (h : spinSq (Finsupp.single d 1) = (S * (S + 1)) • Finsupp.single d (1 : ℝ)) :
    S = MS d := by
  rw [spinSq_det hd] at h
  have h1 := DFunLike.congr_fun h d
  simp only [Finsupp.smul_apply, Finsupp.single_eq_same, smul_eq_mul, mul_one] at h1
  have hM : 0 ≤ MS d := by
    have hc : (d.2.card : ℝ) ≤ d.1.card := by exact_mod_cast Finset.card_le_card hd
    unfold MS
    linarith
  have h2 : (S - MS d) * (S + MS d + 1) = 0 := by linear_combination -h1
  rcases mul_eq_zero.mp h2 with h3 | h3 <;> linarith
```

The constant will contain 1/S, so S = 0 has to be excluded. Under the same condition on the orbitals, M_S = 0 means equal numbers of up and down electrons, hence equal sets. Each doubly occupied orbital contributes

m/2 − m/2 = 0,

and Σ m s vanishes. A nonzero Σ m s therefore forces M_S ≠ 0.

```lean
/-- If every spin-down orbital is also occupied with spin up and the sum of `m s` is not zero,
then `M_S` is not zero. -/
theorem MS_ne_zero {d : Det l} (hd : d.2 ⊆ d.1) (h : sumMS d ≠ 0) : MS d ≠ 0 := by
  intro h0
  apply h
  have hc : (d.1.card : ℝ) = d.2.card := by
    unfold MS at h0
    linarith
  have hc' : d.1.card = d.2.card := by exact_mod_cast hc
  -- equal numbers of up and down electrons mean a closed-shell determinant
  have he : d.2 = d.1 := Finset.eq_of_subset_of_card_le hd hc'.le
  rw [sumMS, he, ← Finset.sum_mul, ← Finset.sum_mul]
  ring
```

## The sign change past half filling

If all spins are up, every s is 1/2 and

Σ m s = M_L/2.

If the spin-up shell is full, its m values cancel in pairs m and −m. Then M_L comes from the spin-down electrons alone, each with s = −1/2, and

Σ m s = −M_L/2.

The proof obtains the cancellation by reversing the orbital order with `Fin.revPerm`.

```lean
/-- The sum of `m s` is `M_L/2` if all spins are up, and `-M_L/2` if the spin-up shell is
full. -/
theorem sum_ms (d : Det l) :
    (d.2 = ∅ → sumMS d = ML d / 2) ∧ (d.1 = univ → sumMS d = -ML d / 2) := by
  -- the orbitals m and -m cancel in a full shell
  have hfull : ∑ k : Fin (2 * l + 1), mVal k = 0 := by
    have h1 : ∑ k : Fin (2 * l + 1), mVal (Fin.revPerm k) = ∑ k : Fin (2 * l + 1), mVal k :=
      Equiv.sum_comp Fin.revPerm mVal
    have h2 : ∀ k : Fin (2 * l + 1), mVal (Fin.revPerm k) = -mVal k := by
      intro k
      have h3 : (Fin.rev k : ℕ) + (k : ℕ) = 2 * l := by
        have := Fin.val_rev k
        omega
      have h4 : ((Fin.rev k : ℕ) : ℝ) + ((k : ℕ) : ℝ) = 2 * l := by exact_mod_cast h3
      simp only [mVal, Fin.revPerm_apply]
      linarith
    simp only [h2, Finset.sum_neg_distrib] at h1
    linarith
  constructor <;> intro h <;> rw [sumMS, ML, ← Finset.sum_mul, ← Finset.sum_mul, h]
  · rw [Finset.sum_empty]
    ring
  · rw [hfull]
    ring
```

The diagonal element of A L·S in a determinant is A M_L M_S. Equating it with ζ Σ m s for all spins up, where M_S = S, gives

ζ M_L/2 = A M_L S.

For M_L ≠ 0 this holds exactly when A = ζ/(2S). The previous steps supply S > 0, so the division is sound. If M_L = 0, both sides vanish and A is left undetermined, as in a half-filled shell with all spins up.

```lean
/-- All spins up, `M_L ≠ 0`, spin quantum number `S`: the one-electron sum `ζ Σ m s` equals
`A M_L M_S` exactly for `A = ζ/(2S)`. -/
theorem constant_all_up {d : Det l} (hd : d.2 = ∅) (hL : ML d ≠ 0) {S : ℝ} (hS : 0 ≤ S)
    (h : spinSq (Finsupp.single d 1) = (S * (S + 1)) • Finsupp.single d (1 : ℝ)) (ζ A : ℝ) :
    ζ * sumMS d = A * ML d * MS d ↔ A = ζ / (2 * S) := by
  have hsub : d.2 ⊆ d.1 := by simp [hd]
  have hs := (sum_ms d).1 hd
  have h0 : MS d ≠ 0 := MS_ne_zero hsub (by rw [hs]; exact div_ne_zero hL two_ne_zero)
  rw [spin_eq_MS hsub hS h, hs, eq_div_iff (mul_ne_zero two_ne_zero h0)]
  constructor <;> intro e
  · apply mul_left_cancel₀ hL
    linear_combination -2 * e
  · linear_combination -(ML d / 2) * e
```

With the spin-up shell full, the left side changes sign:

−ζ M_L/2 = A M_L S,

so A = −ζ/(2S). For positive ζ this is the inverted multiplet, with the largest J lowest.

```lean
/-- Spin-up shell full, `M_L ≠ 0`, spin quantum number `S`: the one-electron sum `ζ Σ m s`
equals `A M_L M_S` exactly for `A = -ζ/(2S)`. -/
theorem constant_up_full {d : Det l} (hd : d.1 = univ) (hL : ML d ≠ 0) {S : ℝ} (hS : 0 ≤ S)
    (h : spinSq (Finsupp.single d 1) = (S * (S + 1)) • Finsupp.single d (1 : ℝ)) (ζ A : ℝ) :
    ζ * sumMS d = A * ML d * MS d ↔ A = -ζ / (2 * S) := by
  have hsub : d.2 ⊆ d.1 := by simp [hd]
  have hs := (sum_ms d).2 hd
  have h0 : MS d ≠ 0 :=
    MS_ne_zero hsub (by rw [hs]; exact div_ne_zero (neg_ne_zero.mpr hL) two_ne_zero)
  rw [spin_eq_MS hsub hS h, hs, eq_div_iff (mul_ne_zero two_ne_zero h0)]
  constructor <;> intro e
  · apply mul_left_cancel₀ hL
    linear_combination -2 * e
  · linear_combination -(ML d / 2) * e

end

end SpinOrbitLande
```

```lean
#print axioms SpinOrbitLande.lande_interval
#print axioms SpinOrbitLande.constant_all_up
#print axioms SpinOrbitLande.constant_up_full
```

```
'SpinOrbitLande.lande_interval' depends on axioms: [propext, Classical.choice, Quot.sound]
'SpinOrbitLande.constant_all_up' depends on axioms: [propext, Classical.choice, Quot.sound]
'SpinOrbitLande.constant_up_full' depends on axioms: [propext, Classical.choice, Quot.sound]
```

The two halves meet in one step taken from physics: within a single term, ζ Σ l·s may be replaced by a multiple of L·S, as the Wigner–Eckart theorem allows. The theorems fix the multiple by matching the diagonal element of one determinant and do not derive the replacement. The match applies to a term that contains the determinant. For a given number of electrons, the determinant with the largest M_L among those with all spins up, or among those with the spin-up shell full, lies in a single term.

## The ³P terms of p² and p⁴

For p², put two spin-up electrons in m = 1 and m = 0. Then M_L = 1, S = M_S = 1 and Σ m s = 1/2, so A = ζ/2. With ζ = 100 cm⁻¹, chosen for illustration, A = 50 cm⁻¹. A ³P term has L = S = 1, so the energies are E(J) = 25 [J(J+1) − 4] cm⁻¹:

E(2) = 50, E(1) = −50, E(0) = −100 cm⁻¹.

The gaps are 100 = 2A and 50 = A.

For p⁴, fill the spin-up shell and put one spin-down electron in m = 1. Again M_L = 1 and S = 1, but Σ m s = −1/2. With the same ζ, A = −50 cm⁻¹ and the order of the levels is reversed.
